# Action of the squared total angular momentum on a e₁↓ + b e₀↑ for spin 1 coupled to spin 1/2

A spin 1 and a spin 1/2 are coupled, with ħ = 1, and `Jsq` is the square of their total angular momentum, a matrix on the six-dimensional product space. Here e₁, e₀ and e₋₁ are the spin-1 states with z component 1, 0 and −1, and ↑ and ↓ are the spin-1/2 states with z component 1/2 and −1/2. Their phases are the standard ones, for which the raising and lowering operators have nonnegative matrix elements. The lemma `Jsq_state` says that `Jsq` sends a e₁↓ + b e₀↑ to (7a/4 + √2 b) e₁↓ + (√2 a + 11b/4) e₀↑, so the span of these two product states is mapped into itself. The coefficients a and b are any complex numbers, and the vector need not be normalised. The proof rewrites `Jsq` as 11/4 plus twice the coupling L·S by `Jsq_eq`, then checks the six components one at a time with `simp` and `ring_nf`.

This version doesn't compile in Lean 4 with Mathlib:

```lean
import Mathlib

open Matrix
open scoped Kronecker

namespace SpinProjectionAcrossLevels

noncomputable section

/-- The real square root, regarded as a complex number. -/
def rt (x : ℝ) : ℂ := ((Real.sqrt x : ℝ) : ℂ)

lemma rt2_sq : rt 2 ^ 2 = 2 := by
  unfold rt
  rw [← Complex.ofReal_pow, Real.sq_sqrt (by norm_num)]
  norm_num

@[simp] lemma conj_rt (x : ℝ) : (starRingEnd ℂ) (rt x) = rt x := by
  unfold rt
  exact Complex.conj_ofReal _

/-- The x, y, z components of spin 1/2 in the basis up, down. -/
def half (a : Fin 3) : Matrix (Fin 2) (Fin 2) ℂ :=
  ![!![0, 1/2; 1/2, 0], !![0, -Complex.I/2; Complex.I/2, 0], !![1/2, 0; 0, -1/2]] a

/-- The x, y, z components of spin 1 in the basis e_1, e_0, e_(-1). -/
def one (a : Fin 3) : Matrix (Fin 3) (Fin 3) ℂ :=
  ![!![0, rt 2/2, 0; rt 2/2, 0, rt 2/2; 0, rt 2/2, 0],
    !![0, -Complex.I*rt 2/2, 0; Complex.I*rt 2/2, 0, -Complex.I*rt 2/2;
       0, Complex.I*rt 2/2, 0],
    !![1, 0, 0; 0, 0, 0; 0, 0, -1]] a

/-- A component of the spin 1/2, acting on the product space. -/
def S (a : Fin 3) : Matrix (Fin 3 × Fin 2) (Fin 3 × Fin 2) ℂ := 1 ⊗ₖ half a

/-- A component of the total angular momentum. -/
def J (a : Fin 3) : Matrix (Fin 3 × Fin 2) (Fin 3 × Fin 2) ℂ := one a ⊗ₖ 1 + S a

/-- The square of the total angular momentum. -/
def Jsq : Matrix (Fin 3 × Fin 2) (Fin 3 × Fin 2) ℂ := ∑ a, J a * J a

/-- The state a e_1 down + b e_0 up. -/
def state (a b : ℂ) : Fin 3 × Fin 2 → ℂ := fun p => !![0, a; b, 0; 0, 0] p.1 p.2

/-- Different components of spin 1/2 anticommute, and each component squares to 1/4. -/
theorem half_anticomm (a b : Fin 3) :
    half a * half b + half b * half a = if a = b then (1/2 : ℂ) • 1 else 0 := by
  fin_cases a <;> fin_cases b <;> ext i j <;> fin_cases i <;> fin_cases j <;>
    simp [half] <;>
    (try ring_nf) <;> (try simp only [Complex.I_sq]) <;> (try norm_num)

lemma half_sq : ∑ a, half a * half a = (3/4 : ℂ) • 1 := by
  have h (a : Fin 3) : half a * half a = (1/4 : ℂ) • 1 := by
    have h := half_anticomm a a
    rw [if_pos rfl] at h
    linear_combination (norm := module) (1/2 : ℂ) • h
  rw [Fin.sum_univ_three, h, h, h]
  module

lemma one_sq : ∑ a, one a * one a = (2 : ℂ) • 1 := by
  rw [Fin.sum_univ_three]
  ext i j
  fin_cases i <;> fin_cases j <;>
    simp [one] <;>
    (try ring_nf) <;> (try simp only [Complex.I_sq, rt2_sq]) <;> (try norm_num)

/-- The square of the total angular momentum is 11/4 plus twice the coupling L·S. -/
theorem Jsq_eq : Jsq = (11/4 : ℂ) • 1 + (2 : ℂ) • ∑ a, one a ⊗ₖ half a := by
  have h (a : Fin 3) : J a * J a = (one a * one a) ⊗ₖ (1 : Matrix (Fin 2) (Fin 2) ℂ)
      + (1 : Matrix (Fin 3) (Fin 3) ℂ) ⊗ₖ (half a * half a)
      + (2 : ℂ) • (one a ⊗ₖ half a) := by
    simp only [J, S, add_mul, mul_add, ← Matrix.mul_kronecker_mul, one_mul, mul_one]
    module
  have hL := congrArg (fun M => M ⊗ₖ (1 : Matrix (Fin 2) (Fin 2) ℂ)) one_sq
  have hS := congrArg (fun M => (1 : Matrix (Fin 3) (Fin 3) ℂ) ⊗ₖ M) half_sq
  simp only [Fin.sum_univ_three, Matrix.add_kronecker, Matrix.kronecker_add,
    Matrix.smul_kronecker, Matrix.kronecker_smul, Matrix.one_kronecker_one] at hL hS
  simp only [Jsq, h, Fin.sum_univ_three]
  linear_combination (norm := module) hL + hS

lemma Jsq_state (a b : ℂ) :
    Jsq *ᵥ state a b = state (7/4 * a + rt 2 * b) (rt 2 * a + 11/4 * b) := by
  rw [Jsq_eq, Fin.sum_univ_three]
  ext ⟨i, k⟩
  fin_cases i <;> fin_cases k <;>
    simp [state, one, half, Matrix.mulVec, dotProduct, Fintype.sum_prod_type,
      Fin.sum_univ_three, Fin.sum_univ_two, Matrix.one_apply] <;>
    (try ring_nf) <;> (try simp only [Complex.I_sq]) <;> (try ring_nf)

end

end SpinProjectionAcrossLevels
```

Messages:

```
Main.lean:82:75: error: unsolved goals
case «1».«0»
a b : ℂ
⊢ True ∨ a = 0

case «2».«1»
a b : ℂ
⊢ True ∨ b = 0
```

What went wrong. The message lists two components left unproved, that of e₀↑ (case `«1».«0»`) and that of e₋₁↓ (case `«2».«1»`). What remains of them is `True ∨ a = 0` and `True ∨ b = 0`, which are both plainly true.

The disjunctions come from the first `simp`. In the e₀↑ component it cancels the term 11b/4 common to both sides, which leaves an equation between two products with the factor `a`. It splits this into "the other factors agree, or `a = 0`". Likewise, in the e₋₁↓ component, a product with factor `b` that should vanish becomes "the other factor is zero, or `b = 0`". The steps after it, `ring_nf` and the rewriting of `Complex.I` squared, then reduce the left-hand alternative to `True`. But they work on the algebra inside the disjunction and do not apply the logical rule that `True ∨ p` is true, so the goals stay open.

The repair adds `(try simp)` at the end of the chain. `simp` knows that rule and closes both goals. The mathematics of the proof is unchanged.

After these edits no error is left:

```diff
@@ -86,5 +86,5 @@
     simp [state, one, half, Matrix.mulVec, dotProduct, Fintype.sum_prod_type,
       Fin.sum_univ_three, Fin.sum_univ_two, Matrix.one_apply] <;>
-    (try ring_nf) <;> (try simp only [Complex.I_sq]) <;> (try ring_nf)
+    (try ring_nf) <;> (try simp only [Complex.I_sq]) <;> (try ring_nf) <;> (try simp)
 
 end
```
